# Mean energy of an electron in an s-type Gaussian with a Gaussian core potential

The theorem `anionEnergy_eq` gives the mean energy, in atomic units, of one electron described by the s-type Gaussian exp(−ar²) in the potential c·exp(−br²), with a and b positive and c any real number. The energy is 3a/2 + c(2a/(2a+b))^(3/2), where the first term is kinetic and the second comes from the potential. The Gaussian is not normalised, so the energy is defined as a quotient of two radial integrals, the lower one being the squared norm without its angular factor 4π. The proof writes both integrals in terms of second and fourth radial moments of Gaussians, puts in the known values of these moments, and leaves the remaining algebra to `field_simp` and `ring`.

The first attempt, which Lean rejects:

```lean
import Mathlib

open MeasureTheory Set Filter
open scoped Topology

namespace AnionEnergyEq

noncomputable section

/-- Radial energy quotient of an s-type trial function `u` in the potential `V`, in atomic units,
for `u` differentiable on `r > 0` with finite nonzero norm and integrable energy density. -/
def radialEnergy (V u : ℝ → ℝ) : ℝ :=
  (∫ r in Ioi (0 : ℝ), (deriv u r ^ 2 / 2 + V r * u r ^ 2) * r ^ 2) /
    (∫ r in Ioi (0 : ℝ), u r ^ 2 * r ^ 2)

/-- The s-type Gaussian basis function with exponent `a`. -/
def gaussian (a r : ℝ) : ℝ := Real.exp (-a * r ^ 2)

/-- The Gaussian core potential with strength `c` and exponent `b`. -/
def corePotential (b c r : ℝ) : ℝ := c * Real.exp (-b * r ^ 2)

/-- Energy of an electron described by one Gaussian of exponent `a > 0` in the core potential with
strength `c` and exponent `b > 0`. -/
def anionEnergy (b c a : ℝ) : ℝ := radialEnergy (corePotential b c) (gaussian a)

/-- Every radial moment of a Gaussian with positive exponent is integrable. -/
theorem integrable_moment (n : ℕ) {p : ℝ} (hp : 0 < p) :
    Integrable (fun r : ℝ => r ^ n * Real.exp (-p * r ^ 2)) (volume.restrict (Ioi 0)) := by
  have hn : (-1 : ℝ) < n := by
    have : (0 : ℝ) ≤ n := n.cast_nonneg
    linarith
  have h := integrableOn_rpow_mul_exp_neg_mul_sq hp hn
  simpa only [IntegrableOn, Real.rpow_natCast] using h

/-- The second radial moment of a Gaussian with exponent `p > 0` scales as `p ^ (-3/2)`. -/
theorem moment_two {p : ℝ} (hp : 0 < p) :
    ∫ r in Ioi (0 : ℝ), r ^ 2 * Real.exp (-p * r ^ 2) =
      p ^ (-(3 / 2) : ℝ) * (Real.Gamma (3 / 2) / 2) := by
  have h := integral_rpow_mul_exp_neg_mul_rpow (p := 2) (q := 2) (b := p)
    two_pos (by norm_num) hp
  simp only [Real.rpow_two] at h
  rw [h, show (-(2 + 1) / 2 : ℝ) = -(3 / 2) by norm_num,
    show ((2 + 1) / 2 : ℝ) = 3 / 2 by norm_num]
  ring

/-- For a Gaussian with exponent `p > 0`, the fourth radial moment is `3 / (2p)` times the
second. -/
theorem moment_four {p : ℝ} (hp : 0 < p) :
    ∫ r in Ioi (0 : ℝ), r ^ 4 * Real.exp (-p * r ^ 2) =
      3 / (2 * p) * ∫ r in Ioi (0 : ℝ), r ^ 2 * Real.exp (-p * r ^ 2) := by
  have h := integral_rpow_mul_exp_neg_mul_rpow (p := 2) (q := 4) (b := p)
    two_pos (by norm_num) hp
  have h4 : ∀ x : ℝ, x ^ (4 : ℝ) = x ^ 4 := fun x => by
    exact_mod_cast Real.rpow_natCast x 4
  simp only [Real.rpow_two, h4] at h
  -- the recursion of the Gamma function lowers the moment
  rw [h, moment_two hp, show (-(4 + 1) / 2 : ℝ) = -(3 / 2) - 1 by norm_num,
    show ((4 + 1) / 2 : ℝ) = 3 / 2 + 1 by norm_num,
    Real.rpow_sub_one hp.ne', Real.Gamma_add_one (by norm_num)]
  ring

/-- The slope of the Gaussian basis function is `-2 a r` times the function itself. -/
theorem deriv_gaussian (a r : ℝ) : deriv (gaussian a) r = -2 * a * r * gaussian a r := by
  have h2 : HasDerivAt (fun x : ℝ => x ^ 2) (2 * r) r := by
    simpa using hasDerivAt_pow 2 r
  have h : HasDerivAt (gaussian a) (-2 * a * r * gaussian a r) r :=
    ((h2.const_mul (-a)).exp).congr_deriv (by unfold gaussian; ring)
  exact h.deriv

/-- For positive exponents `a` and `b`, the energy is the kinetic part `3a/2` plus the
core-potential part `c (2a/(2a+b))^(3/2)`. -/
theorem anionEnergy_eq {a b : ℝ} (c : ℝ) (ha : 0 < a) (hb : 0 < b) :
    anionEnergy b c a = 3 * a / 2 + c * (2 * a / (2 * a + b)) ^ (3 / 2 : ℝ) := by
  have h2a : 0 < 2 * a := by positivity
  have hab : 0 < 2 * a + b := by positivity
  have hsq : ∀ r, gaussian a r ^ 2 = Real.exp (-(2 * a) * r ^ 2) := fun r => by
    rw [pow_two (gaussian a r), gaussian, ← Real.exp_add]
    congr 1
    ring
  have hN : ∀ r, (deriv (gaussian a) r ^ 2 / 2 + corePotential b c r * gaussian a r ^ 2) * r ^ 2
      = 2 * a ^ 2 * (r ^ 4 * Real.exp (-(2 * a) * r ^ 2))
        + c * (r ^ 2 * Real.exp (-(2 * a + b) * r ^ 2)) := fun r => by
    have hp : Real.exp (-(2 * a + b) * r ^ 2)
        = Real.exp (-b * r ^ 2) * Real.exp (-(2 * a) * r ^ 2) := by
      rw [← Real.exp_add]
      congr 1
      ring
    rw [deriv_gaussian, hp, mul_pow, hsq, corePotential]
    ring
  have hD : ∀ r, gaussian a r ^ 2 * r ^ 2 = r ^ 2 * Real.exp (-(2 * a) * r ^ 2) := fun r => by
    rw [hsq, mul_comm]
  -- split the energy into moments of two Gaussians
  simp only [anionEnergy, radialEnergy, hN, hD]
  rw [integral_add ((integrable_moment 4 h2a).const_mul _)
      ((integrable_moment 2 hab).const_mul _),
    integral_const_mul, integral_const_mul, moment_four h2a, moment_two h2a, moment_two hab,
    Real.rpow_neg h2a.le, Real.rpow_neg hab.le, Real.div_rpow h2a.le hab.le]
  have hx := Real.rpow_pos_of_pos h2a (3 / 2)
  have hy := Real.rpow_pos_of_pos hab (3 / 2)
  have hg : 0 < Real.Gamma (3 / 2) := Real.Gamma_pos_of_pos (by norm_num)
  generalize (2 * a) ^ (3 / 2 : ℝ) = x at *
  generalize (2 * a + b) ^ (3 / 2 : ℝ) = y at *
  generalize Real.Gamma (3 / 2) = g at *
  field_simp
  ring

end

end AnionEnergyEq
```

The compiler's answer:

```
Main.lean:105:2: error: No goals to be solved
```

Cause. The message "No goals to be solved" points to the final `ring`. When Lean reached that line, `field_simp` had already finished the proof, and `ring` fails with an error if there is no goal left.

By then the integrals were gone. The three `generalize` lines had replaced the two powers and the Gamma value by `x`, `y` and `g`, so what remained was an equation between fractions in `a`, `c`, `x`, `y` and `g`. The context holds the facts that `a`, `x`, `y` and `g` are positive, so `field_simp` could cancel and clear the denominators. It also brings the two sides to a normal form, and here that was enough to close the goal.

The diff deletes the `ring` after `field_simp`, and the proof then ends where the goal is closed. The theorem's statement and the rest of its proof are unchanged.

The mended proof, as a diff:

```diff
@@ -103,5 +103,4 @@
   generalize Real.Gamma (3 / 2) = g at *
   field_simp
-  ring
 
 end
```
